# Under uniform ferromagnetic exchange, the dominating of two Young diagrams has the lower energy

**Q:** Take finitely many spins with d levels each, every pair coupled by the same ferromagnetic exchange: −J times the operator that swaps the levels of the two spins, with J > 0. The more symmetric permutation type should lie lower. Before that can be stated, someone must choose what "a state of a given Young diagram" is. What was chosen?

**A:** A highest-weight state. For a diagram with row lengths r₀ ≥ r₁ ≥ …, it has r₀ spins in level 0, r₁ in level 1, and so on, and it vanishes under every collective operator that moves a spin to a lower-numbered level. For spin ½, with level 0 as "up", this is the familiar state with S⁺ψ = 0 and S = M = (r₀ − r₁)/2. The energy comparison is proved for such states.

**Q:** And "more symmetric"?

**A:** That means dominance: two diagrams a and b have equally many cells, and each partial row sum of a is at least that of b. The number that will fix the energy is the content sum, in which the cell in row i and column j counts j − i. Rows, columns and levels are all numbered from 0.

```lean
import Mathlib

open Finset Equiv

namespace FerromagneticDominance

/-- Content sum (column minus row index over all cells) of the diagram with row lengths
`r 0, …, r (d - 1)`. -/
def contentSum (d : ℕ) (r : ℕ → ℕ) : ℤ := ∑ i ∈ range d, ∑ j ∈ range (r i), ((j : ℤ) - i)

/-- The sum of the first `k` row lengths of `a` minus that of `b`. -/
def excess (a b : ℕ → ℕ) (k : ℕ) : ℤ := ∑ i ∈ range k, ((a i : ℤ) - b i)
```

Write C(r) for `contentSum d r` and D_k for `excess a b k`. Dominance says D_k ≥ 0 for k ≤ d, and equal size says D_d = 0. A diagram is a sequence of row lengths of which only the first d matter; shorter diagrams are padded with zeros.

**Q:** Why should dominance increase the content sum?

**A:** First sum each row. Since 0 + 1 + … + (m − 1) = m(m − 1)/2, a row of length m contributes m(m − 1)/2 − mi, so

2C(r) = Σ_{i<d} r_i (r_i − 1 − 2i).

The Lean proof does the row sum by induction on m.

```lean
/-- Twice the content sum, written through the row lengths. -/
theorem two_mul_contentSum (d : ℕ) (r : ℕ → ℕ) :
    2 * contentSum d r = ∑ i ∈ range d, (r i : ℤ) * (r i - 1 - 2 * i) := by
  have h : ∀ m i : ℕ, 2 * ∑ j ∈ range m, ((j : ℤ) - i) = m * (m - 1 - 2 * i) := by
    intro m i
    induction m with
    | zero => simp
    | succ m ih => rw [sum_range_succ, mul_add, ih]; push_cast; ring
  rw [contentSum, mul_sum]
  exact sum_congr rfl fun i _ => h _ i
```

Now subtract the expressions for a and b. Row i gives

a_i(a_i − 1 − 2i) − b_i(b_i − 1 − 2i) = (a_i − b_i) w_i, with w_i = a_i + b_i − 1 − 2i.

Because a_i − b_i = D_{i+1} − D_i and D_0 = D_d = 0, summation by parts yields

2C(a) − 2C(b) = Σ_{k<d} D_{k+1} (w_k − w_{k+1}).

The bracket is

w_k − w_{k+1} = (a_k − a_{k+1}) + (b_k − b_{k+1}) + 2 ≥ 2,

since row lengths never increase. Hence

C(a) − C(b) ≥ Σ_{k<d} D_{k+1}.

In the code, `habel` is the summation by parts, proved by induction with the boundary term kept, and `hle` is the bound on the bracket.

```lean
/-- If `a` dominates `b` and both are partitions of the same number, their content sums differ
by at least the total excess of the partial row sums. -/
theorem contentSum_gap {d : ℕ} {a b : ℕ → ℕ} (ha : Antitone a) (hb : Antitone b)
    (hdom : ∀ k ≤ d, 0 ≤ excess a b k) (hn : excess a b d = 0) :
    ∑ k ∈ range d, excess a b (k + 1) ≤ contentSum d a - contentSum d b := by
  -- summation by parts
  have habel : ∀ n : ℕ, ∑ i ∈ range n, (a i : ℤ) * (a i - 1 - 2 * i)
      - ∑ i ∈ range n, (b i : ℤ) * (b i - 1 - 2 * i)
      = ∑ k ∈ range n, excess a b (k + 1) * ((a k : ℤ) + b k - (a (k + 1) + b (k + 1)) + 2)
        + excess a b n * ((a n : ℤ) + b n - 1 - 2 * n) := by
    intro n
    induction n with
    | zero => simp [excess]
    | succ n ih =>
      have hD : excess a b (n + 1) = excess a b n + ((a n : ℤ) - b n) := sum_range_succ _ _
      rw [sum_range_succ, sum_range_succ, sum_range_succ, hD]
      push_cast
      linear_combination ih
  have hle : ∑ k ∈ range d, 2 * excess a b (k + 1) ≤ ∑ k ∈ range d,
      excess a b (k + 1) * ((a k : ℤ) + b k - (a (k + 1) + b (k + 1)) + 2) := by
    refine sum_le_sum fun k hk => ?_
    have h1 := ha (Nat.le_succ k)
    have h2 := hb (Nat.le_succ k)
    have h3 : (0 : ℤ) ≤ (a k : ℤ) + b k - (a (k + 1) + b (k + 1)) := by
      simp only [Nat.succ_eq_add_one] at h1 h2
      omega
    nlinarith [mul_nonneg (hdom (k + 1) (mem_range.1 hk)) h3]
  have h := habel d
  rw [← two_mul_contentSum, ← two_mul_contentSum, hn, zero_mul, add_zero] at h
  rw [← mul_sum] at hle
  linarith
```

**Q:** That gives "at least". Where does "strictly" come from?

**A:** From the diagrams being distinct. If C(a) were not larger, the non-negative D_{k+1} would sum to zero, so each would vanish. Then a_i − b_i = D_{i+1} − D_i = 0 in every row, against `hne`. The Lean proof runs the same contradiction.

```lean
/-- Of two distinct partitions of the same number, one dominating the other, the dominating
one has the strictly larger content sum. -/
theorem contentSum_lt {d : ℕ} {a b : ℕ → ℕ} (ha : Antitone a) (hb : Antitone b)
    (hdom : ∀ k ≤ d, 0 ≤ excess a b k) (hn : excess a b d = 0) (hne : ∃ i < d, a i ≠ b i) :
    contentSum d b < contentSum d a := by
  have hgap := contentSum_gap ha hb hdom hn
  have h0 : ∀ k ∈ range d, 0 ≤ excess a b (k + 1) := fun k hk => hdom _ (mem_range.1 hk)
  by_contra hlt
  -- otherwise every excess vanishes and the rows agree
  have hk := (sum_eq_zero_iff_of_nonneg h0).1 (le_antisymm (by linarith) (sum_nonneg h0))
  obtain ⟨i, hi, hab⟩ := hne
  have h1 := hk i (mem_range.2 hi)
  have h2 : excess a b i = 0 := by
    cases i with
    | zero => simp [excess]
    | succ m => exact hk m (mem_range.2 (by omega))
  have h3 : excess a b (i + 1) = excess a b i + ((a i : ℤ) - b i) := sum_range_succ _ _
  omega
```

**Q:** So far this is combinatorics. I suspect the energy is simply defined as minus the content sum.

**A:** It isn't. The Hamiltonian acts on wavefunctions ψ(s), where s assigns a level to each spin, and P_ij exchanges the levels of spins i and j:

H = −J Σ_{i<j} P_ij = −(J/2) Σ_{i≠j} P_ij.

The constant J is the exchange energy per pair, which in a material stems from the Coulomb repulsion together with the antisymmetry of the electrons; J > 0 is the ferromagnetic sign. For spin ½, P_ij = ½ + 2 S_i·S_j with ħ = 1, so H is a Heisenberg model with equal couplings, up to a constant. For spin 1, P_ij = S_i·S_j + (S_i·S_j)² − 1, so there the plain Heisenberg coupling S_i·S_j is a different model, which the theorem does not cover.

In Lean, `ι` is the finite set of spins, `Fin d` the set of levels, and `s ∘ swap i j` the exchanged assignment.

```lean
variable {ι : Type*} [Fintype ι] [DecidableEq ι] {d : ℕ}

/-- Uniform exchange `-J ∑ P_ij` over pairs of `d`-level spins, as half the sum over ordered
pairs. -/
noncomputable def exchangeH (J : ℝ) (ψ : (ι → Fin d) → ℂ) : (ι → Fin d) → ℂ :=
  fun s => -(J : ℂ) / 2 * ∑ i, ∑ j, if i = j then 0 else ψ (s ∘ swap i j)
```

The collective operator, usually written E_ab, is called `shift a b`. Here a and b are levels, although the same letters denote diagrams in the dominance theorems. Its amplitude at s collects, for each spin i found in level a, the amplitude with that spin put back in level b:

(E_ab ψ)(s) = Σ_{i: s_i = a} ψ(s with s_i replaced by b).

```lean
/-- The collective operator that moves one spin from level `b` to level `a`. -/
def shift (a b : Fin d) (ψ : (ι → Fin d) → ℂ) : (ι → Fin d) → ℂ :=
  fun s => ∑ i, if s i = a then ψ (Function.update s i b) else 0
```

`HasShape r ψ` then contains the two highest-weight conditions: `occ` for the occupations and `top` for the annihilation.

```lean
/-- Highest-weight condition for the diagram `r`: level `a` holds `r a` spins, and every shift
to a lower-numbered level annihilates the state. -/
structure HasShape (r : ℕ → ℕ) (ψ : (ι → Fin d) → ℂ) : Prop where
  occ : ∀ s, ψ s ≠ 0 → ∀ a : Fin d, (univ.filter fun i => s i = a).card = r a
  top : ∀ a b, a < b → shift a b ψ = 0
```

**Q:** How can an annihilation condition tell you anything about exchanges?

**A:** Fix s, a spin j in level b = s_j, and another level a with E_ab ψ = 0. Evaluate this equation at t, the assignment s with spin j moved to level a. The term i = j puts spin j back and gives ψ(s). Any other term has s_i = a; it leaves j in level a and puts i in level b, which is s with i and j exchanged. Therefore

Σ_{i: s_i = a} ψ(s ∘ (i j)) = −ψ(s).

The Mathlib lemma that makes this short in Lean is `comp_swap_eq_update`. It says that composing a function with a swap is the same as overwriting two of its values:

s ∘ (i j) = s with s_j replaced by the old s_i, and s_i by the old s_j.

The shift operator is written with `Function.update`, which overwrites one value, and the Hamiltonian with `swap`. Evaluating the shift at an assignment that has already been overwritten once produces exactly the double overwrite in the lemma, so the two descriptions meet without any representation theory of the symmetric group.

```lean
/-- If the shift from the level of spin `j` to another level `a` annihilates the state, then
exchanging `j` with each spin in level `a` gives amplitudes that sum to `-ψ`. -/
theorem sum_exchange {ψ : (ι → Fin d) → ℂ} {s : ι → Fin d} {a : Fin d} {j : ι}
    (h : shift a (s j) ψ = 0) (ha : a ≠ s j) :
    ∑ i, (if s i = a then ψ (s ∘ swap i j) else 0) = -ψ s := by
  have h1 : ∑ i, (if Function.update s j a i = a then
      ψ (Function.update (Function.update s j a) i (s j)) else 0) = 0 :=
    congrFun h (Function.update s j a)
  have e : ∀ i, (if Function.update s j a i = a then
      ψ (Function.update (Function.update s j a) i (s j)) else 0)
      = (if s i = a then ψ (s ∘ swap i j) else 0) + if i = j then ψ s else 0 := by
    intro i
    by_cases hi : i = j
    · rw [hi]
      simp [ha.symm]
    · rw [comp_swap_eq_update]
      by_cases hs : s i = a <;> simp [hi, hs]
  rw [sum_congr rfl fun i _ => e i, sum_add_distrib, sum_ite_eq', if_pos (mem_univ j)] at h1
  exact eq_neg_of_add_eq_zero_left h1
```

**Q:** Then the eigenvalue is a matter of counting?

**A:** Yes. Split the ordered pairs i ≠ j by their levels.

For s_i < s_j, fix j. There are s_j lower-numbered levels, and each contributes −ψ(s), so the sum over i is −s_j ψ(s). The pairs with s_i > s_j give the same total after the two names are interchanged. For s_i = s_j the exchange changes nothing, and spin i has r_{s_i} − 1 such partners whenever ψ(s) ≠ 0. Together:

Σ_{i≠j} ψ(s ∘ (i j)) = Σ_i (r_{s_i} − 1 − 2s_i) ψ(s).

Level a holds r_a spins, so collecting by level turns the sum on the right into

Σ_a r_a (r_a − 1 − 2a) ψ(s) = 2C(r) ψ(s).

Multiplying by −J/2 gives Hψ = −J C(r) ψ. Where ψ(s) = 0, both sides vanish.

In the proof, `low` and `same` are the two counts, `split` is the division into cases, and `hfib` collects the spins by level.

```lean
/-- On a highest-weight state of shape `r`, uniform exchange acts as `-J` times the content
sum of `r`. -/
theorem exchangeH_eq {r : ℕ → ℕ} {ψ : (ι → Fin d) → ℂ} (hψ : HasShape r ψ) (J : ℝ) :
    exchangeH J ψ = ((-J * contentSum d r : ℝ) : ℂ) • ψ := by
  funext s
  -- exchanges with spins in lower-numbered levels
  have low : ∀ j, ∑ i, (if s i < s j then ψ (s ∘ swap i j) else 0)
      = -((s j : ℕ) : ℂ) * ψ s := by
    intro j
    calc _ = ∑ i, ∑ a ∈ Iio (s j), (if s i = a then ψ (s ∘ swap i j) else 0) := by simp
      _ = ∑ a ∈ Iio (s j), -ψ s := by
        rw [sum_comm]
        exact sum_congr rfl fun a ha =>
          sum_exchange (hψ.top a (s j) (mem_Iio.1 ha)) (mem_Iio.1 ha).ne
      _ = _ := by simp
  -- spins in the same level
  have same : ∀ i, ∑ j, (if s j = s i then ψ s else 0) = (r (s i) : ℂ) * ψ s := by
    intro i
    by_cases h0 : ψ s = 0
    · simp [h0]
    · rw [← sum_filter, sum_const, hψ.occ s h0 (s i), nsmul_eq_mul]
  have split : ∀ i j, (if i = j then 0 else ψ (s ∘ swap i j))
      = (if s i < s j then ψ (s ∘ swap i j) else 0)
        + (if s j < s i then ψ (s ∘ swap j i) else 0)
        + ((if s j = s i then ψ s else 0) - if i = j then ψ s else 0) := by
    intro i j
    rcases eq_or_ne i j with rfl | h
    · simp
    rcases lt_trichotomy (s i) (s j) with g | g | g
    · simp [h, g, g.ne', lt_asymm g]
    · have e : s ∘ swap i j = s := by
        rw [comp_swap_eq_update, g, Function.update_eq_self, ← g, Function.update_eq_self]
      simp [h, g, e]
    · simp [h, g, g.ne, lt_asymm g, swap_comm i j]
  have hS : ∑ i, ∑ j, (if i = j then 0 else ψ (s ∘ swap i j))
      = ∑ i, ((r (s i) : ℂ) - 1 - 2 * (s i : ℕ)) * ψ s := by
    have hA : ∑ i, ∑ j, (if s i < s j then ψ (s ∘ swap i j) else 0)
        = ∑ j, -((s j : ℕ) : ℂ) * ψ s := sum_comm.trans (sum_congr rfl fun j _ => low j)
    simp only [split, sum_add_distrib, sum_sub_distrib]
    rw [hA]
    simp only [low, same, sum_ite_eq, mem_univ, if_true]
    rw [← sum_add_distrib, ← sum_sub_distrib, ← sum_add_distrib]
    exact sum_congr rfl fun i _ => by ring
  have hc := congrArg (Int.cast : ℤ → ℂ) (two_mul_contentSum d r)
  rw [sum_range] at hc
  push_cast at hc
  change -(J : ℂ) / 2 * ∑ i, ∑ j, (if i = j then 0 else ψ (s ∘ swap i j))
    = ((-J * contentSum d r : ℝ) : ℂ) * ψ s
  rw [hS, ← sum_mul]
  by_cases h0 : ψ s = 0
  · simp [h0]
  -- collect the spins level by level
  have hfib : ∑ i, ((r (s i) : ℂ) - 1 - 2 * (s i : ℕ))
      = ∑ a : Fin d, (r a : ℂ) * (r a - 1 - 2 * (a : ℕ)) := by
    calc _ = ∑ i, ∑ a : Fin d, (if s i = a then (r a : ℂ) - 1 - 2 * (a : ℕ) else 0) := by
          simp only [sum_ite_eq, mem_univ, if_true]
      _ = _ := by
        rw [sum_comm]
        exact sum_congr rfl fun a _ => by
          rw [← sum_filter, sum_const, hψ.occ s h0 a, nsmul_eq_mul]
  rw [hfib, ← hc]
  push_cast
  ring
```

**Q:** What does the final theorem say about energies, then?

**A:** It takes two nonzero states ψ and φ of shapes a and b, with Hψ = Eψ and Hφ = Fφ, and concludes E < F when J > 0, a dominates b, and the two differ. E and F enter only as eigenvalues. A nonzero vector has just one eigenvalue, which is `huniq`, so E = −J C(a) and F = −J C(b), and the strict content inequality does the rest.

```lean
/-- For `J > 0` and distinct partitions of the same number, `a` dominating `b`, a nonzero
highest-weight exchange eigenstate of shape `a` lies strictly below one of shape `b`. -/
theorem ferromagnet_favours_dominant {a b : ℕ → ℕ} {ψ φ : (ι → Fin d) → ℂ} {J E F : ℝ}
    (hJ : 0 < J) (ha : Antitone a) (hb : Antitone b) (hdom : ∀ k ≤ d, 0 ≤ excess a b k)
    (hn : excess a b d = 0) (hne : ∃ i < d, a i ≠ b i)
    (hψ : HasShape a ψ) (hφ : HasShape b φ) (hψ0 : ψ ≠ 0) (hφ0 : φ ≠ 0)
    (hE : exchangeH J ψ = (E : ℂ) • ψ) (hF : exchangeH J φ = (F : ℂ) • φ) : E < F := by
  have huniq : ∀ (χ : (ι → Fin d) → ℂ) (x y : ℝ), χ ≠ 0 →
      (x : ℂ) • χ = (y : ℂ) • χ → x = y := by
    intro χ x y h0 h
    obtain ⟨s, hs⟩ := Function.ne_iff.1 h0
    exact Complex.ofReal_injective (mul_right_cancel₀ hs (congrFun h s))
  rw [huniq _ _ _ hψ0 (hE.symm.trans (exchangeH_eq hψ J)),
    huniq _ _ _ hφ0 (hF.symm.trans (exchangeH_eq hφ J))]
  have h : (contentSum d b : ℝ) < contentSum d a := by
    exact_mod_cast contentSum_lt ha hb hdom hn hne
  nlinarith [mul_lt_mul_of_pos_left h hJ]
```

**Q:** Those are many hypotheses on the states. Does anything satisfy `HasShape` beyond the trivial product state?

**A:** The two-spin singlet does. The code uses ψ(s) = s₀ − s₁, which is unnormalised; the normalised state is (|10⟩ − |01⟩)/√2. It has two rows of length one. The occupations are checked by `decide`, and the annihilation by going through the four assignments.

```lean
/-- The two-spin singlet is a nonzero highest-weight state with two rows of length one. -/
theorem singlet_witness :
    HasShape (fun _ => 1) (fun s : Fin 2 → Fin 2 => ((s 0 : ℕ) : ℂ) - (s 1 : ℕ)) ∧
      (fun s : Fin 2 → Fin 2 => ((s 0 : ℕ) : ℂ) - (s 1 : ℕ)) ≠ 0 := by
  have key : ∀ s : Fin 2 → Fin 2, s 0 ≠ s 1 →
      ∀ a, (univ.filter fun i => s i = a).card = 1 := by decide
  refine ⟨⟨fun s h => key s fun e => h (by simp [e]), fun a b hab => ?_⟩, fun h => ?_⟩
  · obtain ⟨rfl, rfl⟩ : a = 0 ∧ b = 1 := by omega
    funext s
    have h0 : s 0 = 0 ∨ s 0 = 1 := by omega
    have h1 : s 1 = 0 ∨ s 1 = 1 := by omega
    rcases h0 with h0 | h0 <;> rcases h1 with h1 | h1 <;>
      simp [shift, Fin.sum_univ_two, h0, h1]
  · simpa using congrFun h ![1, 0]

end FerromagneticDominance
```

```lean
#print axioms FerromagneticDominance.ferromagnet_favours_dominant
```

```
'FerromagneticDominance.ferromagnet_favours_dominant' depends on axioms: [propext, Classical.choice, Quot.sound]
```

The singlet has content sum 0 − 1 = −1, so its energy is +J. The triplet state |00⟩ has a single row of length two, content sum 1 and energy −J.

**Q:** A triplet has three states, and only one of them is highest-weight. What about the others?

**A:** That is the step left between the model and a full symmetry sector. The collective lowering operators and the permutations of the spins all commute with H, so they carry the energy of a highest-weight state to the rest of its multiplet; this is the usual physics argument, and I am adding it to what was proved.

**Q:** And does the theorem rank every pair of diagrams?

**A:** Only comparable ones. Row lengths (4,1,1) and (3,3) each have six cells and content sum 3, so being distinct and of equal size is not enough for a strict ordering.

**Q:** Where would I meet this in practice?

**A:** For finitely many spins ½ with equal ferromagnetic coupling between all pairs, it recovers the rule that higher total spin lies lower, because moving a cell from the second row to the first raises S by one. In most real magnets the coupling differs from pair to pair, and then the content sum alone no longer gives the energy.
